# The largest coupled-cluster size on $p$ nodes with $N^4$ memory and $N^6$ time

Suppose a calculation of size $N$ needs $N$ units of memory and $N^2$ units of node time, and each node supplies 1 unit of memory and 4 of time. On $p$ nodes, memory requires $N\le p$ and time requires $N\le 2\sqrt p$. One node allows $N=1$, limited by memory; four nodes allow $N=4$ by both criteria; nine nodes allow $N=6$, limited by time. Extra nodes raise the two limits at different rates, so the bottleneck changes.

The problems below treat general powers, then coupled cluster with singles and doubles, modelled by memory $aN^4$ and node time $bN^6$. Here $N$ is the number of orbitals, and the ratio of occupied to virtual orbitals stays fixed as $N$ grows; enlarging only the basis of one molecule changes this ratio and is not covered. The constants $a$ and $b$ are the costs per unit of $N^4$ and $N^6$. Both depend on that ratio and on the implementation, and $b$ also on the hardware speed and the number of iterations. Each node supplies memory $M$ and time $S$, the run time allowed. The model assumes perfect distribution of data and work, and no lower-order costs.

```lean
import Mathlib

namespace CoupledClusterSizeLimits

noncomputable section
```

For one resource, let $c$ be the cost constant, $R$ the supply per node and $k$ the exponent, a natural number. The candidate for the largest size is $L_k=(pR/c)^{1/k}$, written `sizeLimit k c R p`.

```lean
/-- The size limit `(p R / c)^(1/k)` set by a resource with cost `c N^k` and supply `R` on each of
`p` nodes, for positive `c`, `R`, `p` and `k ≠ 0`. -/
def sizeLimit (k : ℕ) (c R p : ℝ) : ℝ := (p * R / c) ^ (1 / (k : ℝ))
```

A size is feasible if it is non-negative and fits both resources, whose exponents are $k$ and $l$. Both $N$ and $p$ are real numbers, so whole values are not enforced. The problems take $p>0$ throughout.

```lean
/-- The non-negative real sizes `N` whose memory `a N^k` and time `b N^l` both fit on `p` nodes
that supply memory `M` and time `S` each. -/
def feasibleSizes (k l : ℕ) (a M b S p : ℝ) : Set ℝ :=
  {N | 0 ≤ N ∧ a * N ^ k ≤ p * M ∧ b * N ^ l ≤ p * S}
```

The next definition names a combination of the four constants, to be interpreted in (f).

```lean
/-- The node number `a³ S² / (b² M³)` built from the memory and time constants of coupled
cluster, for `b ≠ 0` and `M ≠ 0`. -/
def crossoverNodes (a M b S : ℝ) : ℝ := a ^ 3 * S ^ 2 / (b ^ 2 * M ^ 3)
```

### (a) Sign of the limit

For $k\ne0$ and positive $c,R,p$, show that $L_k>0$.

**Solution.** The base $pR/c$ is positive, and a real power of a positive number is positive. The Lean statement also admits $k=0$, where the convention $1/0=0$ gives the value 1.

```lean
/-- For positive cost constant, supply and node number, `sizeLimit` is positive; for `k = 0` this
rests on Lean's convention `1 / 0 = 0`, which gives the value 1. -/
theorem sizeLimit_pos (k : ℕ) {c R p : ℝ} (hc : 0 < c) (hR : 0 < R) (hp : 0 < p) :
    0 < sizeLimit k c R p :=
  Real.rpow_pos_of_pos (by positivity) _
```

### (b) Removing the root

For $k\ne0$ and positive constants, show that
$$L_k^k=\frac{pR}{c}.$$

**Solution.** $L_k^k=\big((pR/c)^{1/k}\big)^k=pR/c$, because the base is positive. Lean uses the library lemma for this cancellation.

```lean
/-- For positive constants, `p > 0` and `k ≠ 0`, the `k`-th power of the size limit is the total
supply divided by the cost constant. -/
theorem sizeLimit_pow {k : ℕ} (hk : k ≠ 0) {c R p : ℝ} (hc : 0 < c) (hR : 0 < R)
    (hp : 0 < p) : sizeLimit k c R p ^ k = p * R / c := by
  unfold sizeLimit
  rw [one_div]
  exact Real.rpow_inv_natCast_pow (by positivity) hk
```

### (c) When one resource suffices

For $N\ge0$, $k\ne0$ and positive constants, show that
$$cN^k\le pR\iff N\le L_k.$$

**Solution.** Divide by $c>0$ to get $N^k\le pR/c=L_k^k$, by (b). On non-negative numbers the $k$-th power is strictly increasing, so this means $N\le L_k$. The `rw` chain takes these steps from right to left.

The equivalence fails if negative $N$ are admitted: for $k=2$, $c=R=p=1$ and $N=-2$, we have $N\le L_2=1$, but $N^2=4>1$.

```lean
/-- For positive constants, `p > 0` and `k ≠ 0`, a calculation of size `N ≥ 0` fits the resource
exactly when `N` is at most the size limit. -/
theorem fits_iff {k : ℕ} (hk : k ≠ 0) {c R p N : ℝ} (hc : 0 < c) (hR : 0 < R)
    (hp : 0 < p) (hN : 0 ≤ N) : c * N ^ k ≤ p * R ↔ N ≤ sizeLimit k c R p := by
  rw [← pow_le_pow_iff_left₀ hN (sizeLimit_pos k hc hR hp).le hk,
    sizeLimit_pow hk hc hR hp, le_div_iff₀ hc, mul_comm c]
```

### (d) Two resources together

For nonzero exponents and positive constants, show that the largest feasible size is
$$\min\big((pM/a)^{1/k},(pS/b)^{1/l}\big).$$

**Solution.** The minimum is non-negative and at most each limit, so by (c) it fits both resources. Conversely, (c) places any feasible $N$ below both limits, hence below their minimum. `IsGreatest` states these two facts: membership and upper bound.

```lean
/-- For positive constants, `p > 0` and nonzero exponents, the largest feasible size is the smaller
of the memory limit and the time limit. -/
theorem isGreatest_feasibleSizes {k l : ℕ} (hk : k ≠ 0) (hl : l ≠ 0) {a M b S p : ℝ}
    (ha : 0 < a) (hM : 0 < M) (hb : 0 < b) (hS : 0 < S) (hp : 0 < p) :
    IsGreatest (feasibleSizes k l a M b S p)
      (min (sizeLimit k a M p) (sizeLimit l b S p)) := by
  have h0 : 0 ≤ min (sizeLimit k a M p) (sizeLimit l b S p) :=
    le_min (sizeLimit_pos k ha hM hp).le (sizeLimit_pos l hb hS hp).le
  constructor
  · exact ⟨h0, (fits_iff hk ha hM hp h0).2 (min_le_left _ _),
      (fits_iff hl hb hS hp h0).2 (min_le_right _ _)⟩
  · rintro N ⟨hN, h1, h2⟩
    exact le_min ((fits_iff hk ha hM hp hN).1 h1) ((fits_iff hl hb hS hp hN).1 h2)
```

### (e) Which limit is smaller

Let memory grow as $N^k$ with $k\ne0$, and time as $N^{k+d}$ with $d$ a natural number. For positive constants, show that the memory limit is strictly smaller exactly when
$$p^d<\frac{(S/b)^k}{(M/a)^{k+d}}.$$

**Solution.** Raise both positive limits to the power $k(k+d)$, which preserves their order. By (b), they become
$$(pM/a)^{k+d}=p^k\,p^d(M/a)^{k+d},\qquad (pS/b)^k=p^k(S/b)^k.$$
Cancel $p^k>0$ and divide by $(M/a)^{k+d}>0$. In Lean, `hx` and `hy` are the two displayed powers.

```lean
/-- For positive constants and `p > 0`, memory growing as `N^k` with `k ≠ 0` and time growing as
`N^(k+d)`, the memory limit is the smaller exactly when `p^d < (S/b)^k / (M/a)^(k+d)`. -/
theorem memory_lt_time_iff {k : ℕ} (hk : k ≠ 0) (d : ℕ) {a M b S p : ℝ}
    (ha : 0 < a) (hM : 0 < M) (hb : 0 < b) (hS : 0 < S) (hp : 0 < p) :
    sizeLimit k a M p < sizeLimit (k + d) b S p ↔
      p ^ d < (S / b) ^ k / (M / a) ^ (k + d) := by
  have hkd : k + d ≠ 0 := by omega
  have hMa : 0 < (M / a) ^ (k + d) := by positivity
  have hpk : 0 < p ^ k := by positivity
  -- a common power removes both roots
  have hx : sizeLimit k a M p ^ (k * (k + d)) = p ^ k * (p ^ d * (M / a) ^ (k + d)) := by
    rw [pow_mul, sizeLimit_pow hk ha hM hp, mul_div_assoc, mul_pow, pow_add p, mul_assoc]
  have hy : sizeLimit (k + d) b S p ^ (k * (k + d)) = p ^ k * (S / b) ^ k := by
    rw [mul_comm k, pow_mul, sizeLimit_pow hkd hb hS hp, mul_div_assoc, mul_pow]
  rw [← pow_lt_pow_iff_left₀ (sizeLimit_pos k ha hM hp).le
    (sizeLimit_pos (k + d) hb hS hp).le (mul_ne_zero hk hkd), hx, hy, lt_div_iff₀ hMa]
  -- the common factor `p^k` cancels
  exact ⟨fun h => lt_of_mul_lt_mul_left h hpk.le, fun h => mul_lt_mul_of_pos_left h hpk⟩
```

### (f) Coupled cluster

For positive constants, show that the largest feasible size is
$$\min\big((pM/a)^{1/4},(pS/b)^{1/6}\big),$$
and that the memory limit is strictly smaller exactly when
$$p<\frac{a^3S^2}{b^2M^3}.$$

**Solution.** The first claim is (d) with exponents 4 and 6. For the second, (e) with $k=4$, $d=2$ gives
$$p^2<\frac{(S/b)^4}{(M/a)^6}=\left(\frac{a^3S^2}{b^2M^3}\right)^2.$$
Both bases are positive, so the squares can be removed. Lean proves the equality as `e`.

Within this ideal power-law model, the criterion tells someone planning a coupled-cluster run whether memory or time is the bottleneck.

```lean
/-- Coupled cluster with memory `a N⁴` and time `b N⁶`, all constants positive and `p > 0`: the
largest feasible real size is `min ((pM/a)^(1/4)) ((pS/b)^(1/6))`, and the memory limit is the
smaller exactly when `p < a³ S² / (b² M³)`. -/
theorem coupledCluster_largest_size {a M b S p : ℝ}
    (ha : 0 < a) (hM : 0 < M) (hb : 0 < b) (hS : 0 < S) (hp : 0 < p) :
    IsGreatest (feasibleSizes 4 6 a M b S p)
      (min ((p * M / a) ^ (1 / 4 : ℝ)) ((p * S / b) ^ (1 / 6 : ℝ))) ∧
    ((p * M / a) ^ (1 / 4 : ℝ) < (p * S / b) ^ (1 / 6 : ℝ) ↔
      p < crossoverNodes a M b S) := by
  have h4 : sizeLimit 4 a M p = (p * M / a) ^ (1 / 4 : ℝ) := by simp [sizeLimit]
  have h6 : sizeLimit 6 b S p = (p * S / b) ^ (1 / 6 : ℝ) := by simp [sizeLimit]
  rw [← h4, ← h6]
  refine ⟨isGreatest_feasibleSizes (by norm_num) (by norm_num) ha hM hb hS hp, ?_⟩
  have h : sizeLimit 4 a M p < sizeLimit 6 b S p ↔ p ^ 2 < (S / b) ^ 4 / (M / a) ^ 6 :=
    memory_lt_time_iff (k := 4) (by norm_num) 2 ha hM hb hS hp
  -- the general criterion is the square of the claimed one
  have e : (S / b) ^ 4 / (M / a) ^ 6 = crossoverNodes a M b S ^ 2 := by
    unfold crossoverNodes
    field_simp
  have hc : 0 ≤ crossoverNodes a M b S := by
    unfold crossoverNodes
    positivity
  rw [h, e, pow_lt_pow_iff_left₀ hp.le hc two_ne_zero]
```

### (g) Size at the crossover

Let $p_*=a^3S^2/(b^2M^3)$, with all constants positive. Show that at $p=p_*$ both limits equal
$$\sqrt{\frac{aS}{bM}}.$$

**Solution.** Substitution gives
$$\frac{p_*M}{a}=\left(\frac{aS}{bM}\right)^2,\qquad \frac{p_*S}{b}=\left(\frac{aS}{bM}\right)^3.$$
The fourth root of the first and the sixth root of the second are both the stated square root. Lean compares fourth and sixth powers instead of taking roots.

```lean
/-- For positive constants, at the crossover node number the memory limit and the time limit of
coupled cluster both equal `√(a S / (b M))`. -/
theorem limits_at_crossover {a M b S : ℝ}
    (ha : 0 < a) (hM : 0 < M) (hb : 0 < b) (hS : 0 < S) :
    sizeLimit 4 a M (crossoverNodes a M b S) = √(a * S / (b * M)) ∧
    sizeLimit 6 b S (crossoverNodes a M b S) = √(a * S / (b * M)) := by
  have hp : 0 < crossoverNodes a M b S := by
    unfold crossoverNodes
    positivity
  have hr : √(a * S / (b * M)) ^ 2 = a * S / (b * M) := Real.sq_sqrt (by positivity)
  constructor
  · apply (pow_left_inj₀ (sizeLimit_pos 4 ha hM hp).le (Real.sqrt_nonneg _)
      (by norm_num : (4 : ℕ) ≠ 0)).1
    rw [sizeLimit_pow (by norm_num) ha hM hp,
      show √(a * S / (b * M)) ^ 4 = (√(a * S / (b * M)) ^ 2) ^ 2 by ring, hr]
    unfold crossoverNodes
    field_simp
  · apply (pow_left_inj₀ (sizeLimit_pos 6 hb hS hp).le (Real.sqrt_nonneg _)
      (by norm_num : (6 : ℕ) ≠ 0)).1
    rw [sizeLimit_pow (by norm_num) hb hS hp,
      show √(a * S / (b * M)) ^ 6 = (√(a * S / (b * M)) ^ 2) ^ 3 by ring, hr]
    unfold crossoverNodes
    field_simp
```

### (h) Nodes needed for a larger size

For $k\ne0$, $s>0$ and positive constants, show that
$$L_k(s^kp)=s\,L_k(p).$$

**Solution.** By (b), the $k$-th power of the left side is $s^kpR/c=(sL_k(p))^k$. Both sides are positive, so they are equal; `pow_left_inj₀` is this last step. For coupled cluster, doubling the memory limit therefore takes $2^4=16$ times the nodes, and doubling the time limit $2^6=64$ times.

```lean
/-- For positive constants, `p > 0` and `k ≠ 0`, multiplying the node number by `s^k` with `s > 0`
multiplies the size limit by `s`. -/
theorem sizeLimit_scale_nodes {k : ℕ} (hk : k ≠ 0) {c R p s : ℝ}
    (hc : 0 < c) (hR : 0 < R) (hp : 0 < p) (hs : 0 < s) :
    sizeLimit k c R (s ^ k * p) = s * sizeLimit k c R p := by
  have hsp : 0 < s ^ k * p := by positivity
  apply (pow_left_inj₀ (sizeLimit_pos k hc hR hsp).le
    (mul_pos hs (sizeLimit_pos k hc hR hp)).le hk).1
  rw [sizeLimit_pow hk hc hR hsp, mul_pow, sizeLimit_pow hk hc hR hp]
  ring

end

end CoupledClusterSizeLimits
```

```lean
#print axioms CoupledClusterSizeLimits.coupledCluster_largest_size
#print axioms CoupledClusterSizeLimits.limits_at_crossover
#print axioms CoupledClusterSizeLimits.sizeLimit_scale_nodes
```

```
'CoupledClusterSizeLimits.coupledCluster_largest_size' depends on axioms: [propext, Classical.choice, Quot.sound]
'CoupledClusterSizeLimits.limits_at_crossover' depends on axioms: [propext, Classical.choice, Quot.sound]
'CoupledClusterSizeLimits.sizeLimit_scale_nodes' depends on axioms: [propext, Classical.choice, Quot.sound]
```
